# A real amplitude with a negative exponential rate is square summable

The theorem concerns a sequence of real amplitudes a_N, indexed by the natural numbers, for which log|a_N|/N tends to −γ with γ > 0. It states that the sum of a_N² over all N converges, so the amplitude has finite norm; it does not say that the norm is one. The proof compares a_N² with the geometric series of ratio exp(−γ). For all large N the rate log|a_N|/N lies below −γ/2, which gives |a_N| ≤ exp(−γN/2), and squaring this yields the required bound.

The first attempt, which Lean rejects:

```lean
import Mathlib

open MeasureTheory ProbabilityTheory Filter Topology

namespace SummableSqOfRate

noncomputable section

/-- An amplitude with exponential rate `-γ` is square summable if `γ > 0`. -/
theorem summable_sq_of_rate {a : ℕ → ℝ} {γ : ℝ} (hγ : 0 < γ)
    (h : Tendsto (fun N : ℕ => Real.log |a N| / N) atTop (𝓝 (-γ))) :
    Summable (fun N => a N ^ 2) := by
  have hg : Summable (fun N : ℕ => Real.exp (-γ) ^ N) :=
    summable_geometric_of_lt_one (Real.exp_pos _).le (Real.exp_lt_one (by linarith))
  refine Summable.of_norm_bounded_eventually_nat hg ?_
  -- far from the edge the rate is below half its limit
  filter_upwards [h.eventually_lt_const (show -γ < -γ / 2 by linarith),
    eventually_gt_atTop 0] with N hN hpos
  have hN0 : (0 : ℝ) < N := by exact_mod_cast hpos
  have h1 : |a N| ≤ Real.exp (-γ / 2 * N) :=
    (Real.le_exp_log _).trans (Real.exp_le_exp.mpr ((div_lt_iff₀ hN0).mp hN).le)
  have h2 : Real.exp (-γ) ^ N = Real.exp (-γ / 2 * N) ^ 2 := by
    rw [← Real.exp_nat_mul, ← Real.exp_nat_mul]
    congr 1
    push_cast
    ring
  rw [h2, norm_pow, Real.norm_eq_abs]
  exact pow_le_pow_left₀ (abs_nonneg _) h1 2

end

end SummableSqOfRate
```

Messages:

```
Main.lean:14:54: error(lean.unknownIdentifier): Unknown constant `Real.exp_lt_one`
```

The mended proof, as a diff:

```diff
@@ -12,5 +12,5 @@
     Summable (fun N => a N ^ 2) := by
   have hg : Summable (fun N : ℕ => Real.exp (-γ) ^ N) :=
-    summable_geometric_of_lt_one (Real.exp_pos _).le (Real.exp_lt_one (by linarith))
+    summable_geometric_of_lt_one (Real.exp_pos _).le (Real.exp_lt_one_iff.mpr (by linarith))
   refine Summable.of_norm_bounded_eventually_nat hg ?_
   -- far from the edge the rate is below half its limit
```

Cause. The message says that Lean found no constant called `Real.exp_lt_one` in the imported library. The name stood where `summable_geometric_of_lt_one` needs a proof that the ratio of the series is less than one, here exp(−γ) < 1. That inequality is true, since γ is positive; only the lemma cited for it was missing.

The repair uses `Real.exp_lt_one_iff`, which states that exp x < 1 holds exactly when x < 0. Because this is an equivalence and not an implication, it cannot simply be applied to a proof of x < 0. The added `.mpr` selects the direction from x < 0 to exp x < 1. What remains to be shown is −γ < 0, and the unchanged `linarith` gets this from `hγ`. The rest of the proof stays as it was.
